# The end-to-end propagator of a finite nearest-neighbour chain is the product of its hoppings divided by det(z − H)

To compute the transmission through a non-interacting chain with one single-channel lead at each end, one needs a single element of the Green's matrix, the one that connects the two end sites. If the chain has one orbital per site, in an orthonormal basis, and only nearest-neighbour hopping, this element is the product of the hoppings divided by one determinant, so the full inverse is not required. At a fixed energy the leads are included by adding their self-energies to the two end-site energies, which may therefore be complex.

## The chain and its resolvent

Take sites $0,1,\dots,n$ with one orbital each, in an orthonormal basis. The Hamiltonian $H$ has site energies $H_{k,k}=a_k$ and hoppings $H_{k,k+1}=b_k$ and $H_{k+1,k}=c_k$ for $k=0,\dots,n-1$. All other entries are zero.

```lean
import Mathlib

open Matrix

namespace EndToEndPropagator

noncomputable section

/-- Hamiltonian of an open chain of `n + 1` sites with site energies `a k`, hopping `b k` in the
entry `(k, k + 1)` and hopping `c k` in the entry `(k + 1, k)`. -/
def chain (n : ℕ) (a b c : ℕ → ℂ) : Matrix (Fin (n + 1)) (Fin (n + 1)) ℂ :=
  Matrix.of fun i j =>
    if i.val = j.val then a i.val
    else if i.val + 1 = j.val then b i.val
    else if j.val + 1 = i.val then c j.val
    else 0
```

In `chain n a b c` the parameters are functions on all natural numbers, but only $a_0,\dots,a_n$, $b_0,\dots,b_{n-1}$ and $c_0,\dots,c_{n-1}$ enter the matrix. They are arbitrary complex numbers. A Hermitian chain has real $a_k$ and $c_k=\overline{b_k}$; a symmetric one has $c_k=b_k$.

```lean
/-- `G` is the resolvent (Green's matrix) of `H` at the complex energy `z`. -/
def IsResolvent {n : ℕ} (H : Matrix (Fin (n + 1)) (Fin (n + 1)) ℂ) (z : ℂ)
    (G : Matrix (Fin (n + 1)) (Fin (n + 1)) ℂ) : Prop :=
  (z • (1 : Matrix (Fin (n + 1)) (Fin (n + 1)) ℂ) - H) * G = 1
```

`IsResolvent H z G` says that $(z-H)G=1$, where $z$ is a complex energy. A retarded propagator corresponds to $z=E+i\eta$ with $\eta>0$.

The sections below take the hypotheses one at a time. The examples of what fails without them are short computations by hand and are not part of the Lean file.

## Hopping reaches only the neighbouring site

Physically, an electron can get from site $0$ to site $n$ only by crossing every bond. This assumption is built into the definition of `chain`, and it makes the relevant minor triangular.

Write $M=z-H$ and delete its last row and first column. The remaining $n\times n$ matrix is $N_{ij}=M_{i,j+1}$ with $i,j=0,\dots,n-1$. Its diagonal entries are $N_{ii}=M_{i,i+1}=-b_i$. For $j>i$ the sites $i$ and $j+1$ are at least two bonds apart, so $N_{ij}=0$. Thus $N$ is lower triangular, and
$$\det N=\prod_{k=0}^{n-1}(-b_k)=(-1)^n\prod_{k=0}^{n-1}b_k .$$
The site energies and the $c_k$ appear only below the diagonal and drop out.

```lean
variable {n : ℕ} {a b c : ℕ → ℂ} {z : ℂ} {G : Matrix (Fin (n + 1)) (Fin (n + 1)) ℂ}

/-- Deleting the last row and the first column of `z - H` leaves a matrix whose determinant is
the product of the negated hoppings `b k`. -/
theorem det_corner_minor (n : ℕ) (a b c : ℕ → ℂ) (z : ℂ) :
    ((z • 1 - chain n a b c).submatrix Fin.castSucc Fin.succ).det = ∏ k : Fin n, (-b k) := by
  -- an entry of the minor, written out with the site numbers
  have entry : ∀ i j : Fin n, chain n a b c i.castSucc j.succ =
      if i.val = j.val + 1 then a i.val
      else if i.val + 1 = j.val + 1 then b i.val
      else if j.val + 1 + 1 = i.val then c (j.val + 1)
      else 0 := fun i j => rfl
  have off : ∀ i j : Fin n, i.val ≤ j.val → i.castSucc ≠ j.succ := by
    intro i j hij h
    have h' : i.val = j.val + 1 := congrArg Fin.val h
    omega
  rw [Matrix.det_of_isLowerTriangular]
  · refine Finset.prod_congr rfl fun k _ => ?_
    have hk : chain n a b c k.castSucc k.succ = b k := by
      rw [entry]
      split_ifs <;> first | rfl | omega
    rw [Matrix.submatrix_apply, Matrix.sub_apply, Matrix.smul_apply,
      Matrix.one_apply_ne (off k k le_rfl), hk, smul_zero, zero_sub]
  · -- above the diagonal the sites are more than one bond apart
    intro i j hij
    have hlt : i < j := OrderDual.toDual_lt_toDual.mp hij
    have hv : i.val < j.val := hlt
    have h0 : chain n a b c i.castSucc j.succ = 0 := by
      rw [entry]
      split_ifs <;> first | rfl | omega
    rw [Matrix.submatrix_apply, Matrix.sub_apply, Matrix.smul_apply,
      Matrix.one_apply_ne (off i j hv.le), h0, smul_zero, sub_zero]
```

In `det_corner_minor`, `Fin.castSucc` selects rows $0,\dots,n-1$ and `Fin.succ` selects columns $1,\dots,n$. The local statement `entry` writes an entry of the minor in terms of site numbers, and `off` says that on and above the diagonal of the minor there is no contribution from $z\cdot 1$. After `Matrix.det_of_isLowerTriangular`, the first goal evaluates the diagonal and the second shows that the entries above it vanish.

The corner of the adjugate is this minor with its cofactor sign:
$$\operatorname{adj}(M)_{0,n}=(-1)^{n}\det N=(-1)^{2n}\prod_{k=0}^{n-1}b_k=\prod_{k=0}^{n-1}b_k .$$

```lean
/-- The end-to-end entry of the adjugate of `z - H` is the product of the hoppings `b k`. -/
theorem adjugate_corner (n : ℕ) (a b c : ℕ → ℂ) (z : ℂ) :
    (z • 1 - chain n a b c).adjugate 0 (Fin.last n) = ∏ k : Fin n, b k := by
  have hs : (-1 : ℂ) ^ ((Fin.last n : ℕ) + ((0 : Fin (n + 1)) : ℕ)) = (-1) ^ n := by simp
  have hp : ∏ k : Fin n, (-b k) = (-1) ^ n * ∏ k : Fin n, b k := by
    calc ∏ k : Fin n, (-b k) = ∏ k : Fin n, ((-1) * b k) :=
          Finset.prod_congr rfl fun k _ => by ring
      _ = (-1) ^ n * ∏ k : Fin n, b k := by
          rw [Finset.prod_mul_distrib, Finset.prod_const, Finset.card_univ, Fintype.card_fin]
  have hm := det_corner_minor n a b c z
  rw [Matrix.adjugate_fin_succ_eq_det_submatrix, hs, Fin.succAbove_last, Fin.succAbove_zero,
    hm, hp, ← mul_assoc, ← mul_pow]
  norm_num
```

Here `hs` supplies the cofactor sign and `hp` extracts $(-1)^n$ from the product. The final `norm_num` cancels the two signs.

Longer-range hopping spoils the result. Add an amplitude $t\neq0$ in the entry $(0,2)$ of a three-site chain. The corner of the adjugate becomes $b_0b_1+t(z-a_1)$, which vanishes at $z=a_1-b_0b_1/t$. If $b_0$ and $b_1$ are nonzero and this $z$ is not an eigenvalue, the direct and the sequential path interfere destructively and the propagator is zero although $b_0$, $b_1$ and $t$ are all nonzero. The amplitude $\overline{t}$ in the entry $(2,0)$, which a Hermitian Hamiltonian also contains, does not change this corner of the adjugate. A ring, with a bond between sites $0$ and $n$, is likewise not covered for $n\ge2$.

## The energy is not an eigenvalue

The hypothesis `hG : IsResolvent (chain n a b c) z G` means physically that the chain has a finite response at $z$. By hand it is used twice. First, taking determinants of $MG=1$ gives $\det M\,\det G=1$, hence $\det M\neq0$. Second, multiplying $MG=1$ from the left by the adjugate gives
$$\operatorname{adj}(M)=\operatorname{adj}(M)\,M\,G=\det(M)\,G .$$
The entry $(0,n)$ of this equation is $\prod_k b_k=\det(M)\,G_{0,n}$, and therefore
$$G_{0,n}=\frac{\prod_{k=0}^{n-1}b_k}{\det(z-H)} .$$

```lean
/-- End-to-end propagator: if the chain has a resolvent `G` at `z`, then `det (z - H)` is nonzero
and `G` between the first and the last site is the product of the hoppings `b k` divided by it. -/
theorem endToEnd (hG : IsResolvent (chain n a b c) z G) :
    (z • 1 - chain n a b c).det ≠ 0 ∧
      G 0 (Fin.last n) = (∏ k : Fin n, b k) / (z • 1 - chain n a b c).det := by
  unfold IsResolvent at hG
  have hdet : (z • 1 - chain n a b c).det ≠ 0 := by
    have h := congrArg Matrix.det hG
    rw [Matrix.det_mul, Matrix.det_one] at h
    exact left_ne_zero_of_mul_eq_one h
  refine ⟨hdet, ?_⟩
  -- Cramer's rule in matrix form
  have hadj : (z • 1 - chain n a b c).adjugate = (z • 1 - chain n a b c).det • G := by
    calc (z • 1 - chain n a b c).adjugate
        = (z • 1 - chain n a b c).adjugate * ((z • 1 - chain n a b c) * G) := by
          rw [hG, mul_one]
      _ = (z • 1 - chain n a b c).det • G := by
          rw [← mul_assoc, Matrix.adjugate_mul, Matrix.smul_mul, one_mul]
  have h := congrFun (congrFun hadj 0) (Fin.last n)
  rw [adjugate_corner, Matrix.smul_apply, smul_eq_mul] at h
  rw [eq_div_iff hdet, h, mul_comm]
```

The theorem `endToEnd` states both conclusions: the determinant is nonzero, and the corner entry `G 0 (Fin.last n)` has this value. In the proof, `hdet` is the first use of the hypothesis and `hadj` the second. The last lines read off the corner, insert `adjugate_corner` and divide. For $n=0$ the product is empty and the formula reduces to $G_{0,0}=1/(z-a_0)$.

If $z$ is an eigenvalue, no matrix $G$ satisfies $(z-H)G=1$, and the theorem says nothing. The identity for the adjugate still holds there, because it does not involve $G$.

## Equal hopping in both directions

The condition $c_k=b_k$ plays no part in the formula for $G_{0,n}$. It is a simple sufficient condition for the same expression to describe propagation from either end; equality of the two products $\prod_k b_k$ and $\prod_k c_k$ is already enough. It holds, for example, for a Hermitian chain with real hoppings.

For unequal hoppings, transposition exchanges the roles of $b$ and $c$: $M^{T}$ is $z$ minus the Hamiltonian of the exchanged chain. A one-sided inverse of a finite square matrix is two-sided, so $GM=1$ and hence $M^{T}G^{T}=(GM)^{T}=1$. Thus $G^{T}$ is the resolvent of the exchanged chain. Since $\det M^{T}=\det M$,
$$G_{n,0}=(G^{T})_{0,n}=\frac{\prod_{k=0}^{n-1}c_k}{\det(z-H)} .$$

```lean
/-- Transposing the chain Hamiltonian exchanges the two hopping directions. -/
theorem chain_transpose (n : ℕ) (a b c : ℕ → ℂ) : (chain n a b c)ᵀ = chain n a c b := by
  ext i j
  simp only [chain, Matrix.transpose_apply, Matrix.of_apply]
  split_ifs <;> first | rfl | omega | (congr 1)

/-- The propagator between the last and the first site is the product of the opposite hoppings `c k`
divided by `det (z - H)`. -/
theorem endToEnd_reverse (hG : IsResolvent (chain n a b c) z G) :
    G (Fin.last n) 0 = (∏ k : Fin n, c k) / (z • 1 - chain n a b c).det := by
  have hM : (z • 1 - chain n a b c)ᵀ = z • 1 - chain n a c b := by
    rw [Matrix.transpose_sub, Matrix.transpose_smul, Matrix.transpose_one, chain_transpose]
  -- the transposed resolvent belongs to the chain with exchanged hoppings
  have hT : IsResolvent (chain n a c b) z Gᵀ := by
    unfold IsResolvent at hG ⊢
    rw [← hM, ← Matrix.transpose_mul, mul_eq_one_comm.mp hG, Matrix.transpose_one]
  have h := (endToEnd hT).2
  rw [← hM, Matrix.det_transpose, Matrix.transpose_apply] at h
  exact h
```

`chain_transpose` compares the two matrices entry by entry. In `endToEnd_reverse`, `hM` transposes $z-H$ and `hT` shows that $G^{T}$ is the required resolvent, with `mul_eq_one_comm` turning $MG=1$ into $GM=1$. The forward theorem is then applied to the exchanged chain.

```lean
/-- For a symmetric chain the propagators in both directions equal the product of the couplings
divided by `det (z - H)`. -/
theorem endToEnd_symmetric (hG : IsResolvent (chain n a b b) z G) :
    G 0 (Fin.last n) = (∏ k : Fin n, b k) / (z • 1 - chain n a b b).det ∧
      G (Fin.last n) 0 = (∏ k : Fin n, b k) / (z • 1 - chain n a b b).det :=
  ⟨(endToEnd hG).2, endToEnd_reverse hG⟩
```

The symmetric statement sets $c=b$ and combines the two results. Without this condition the two propagators can differ. In a Hermitian chain with complex hoppings their numerators are complex conjugates of each other. If all $b_k$ are nonzero and some $c_k$ is zero, the chain is not Hermitian and transmits in one direction only.

## Every bond is open

The remaining condition on the couplings is $b_k\neq0$ for every bond. Since a product of complex numbers vanishes exactly when one of its factors does, and the determinant is finite and nonzero, the formula gives
$$G_{0,n}\neq0\iff b_k\neq0\ \text{ for all } k=0,\dots,n-1 .$$

```lean
/-- The end-to-end propagator is nonzero exactly when every hopping `b k` along the chain is
nonzero. -/
theorem endToEnd_ne_zero_iff (hG : IsResolvent (chain n a b c) z G) :
    G 0 (Fin.last n) ≠ 0 ↔ ∀ k : Fin n, b k ≠ 0 := by
  obtain ⟨hdet, h⟩ := endToEnd hG
  rw [h, div_ne_zero_iff, and_iff_left hdet, Finset.prod_ne_zero_iff]
  simp
```

The proof of `endToEnd_ne_zero_iff` substitutes the quotient, discards the denominator by `hdet` and applies `Finset.prod_ne_zero_iff`. For fixed $a_k$, $b_k$ and $c_k$ with every $b_k\neq0$, the propagator $G_{0,n}$ therefore has no zeros as a function of $z$. It may still be very small.

The same condition appears as `hb` in the logarithmic form of the result, where each $\log|b_k|$ has to be meaningful. If one $b_k$ is zero, the propagator vanishes and the attenuation is infinite. Lean sets $\log 0=0$, so the equation would then be false in general.

## The numbers $E_i$ are the complete spectrum

The logarithmic form also needs the eigenvalues $E_0,\dots,E_n$ of $H$, counted with algebraic multiplicity. The hypothesis `hE` expresses this by factorising the characteristic polynomial into the factors $X-E_i$. Over the complex numbers such a list always exists, so `hE` identifies the $E_i$ and does not restrict the chain. The matrix need not be diagonalisable.

Evaluating the characteristic polynomial at $z$ gives $\det(z-H)=\prod_i(z-E_i)$. No factor is zero, because the determinant is nonzero. Taking absolute values in the propagator formula,
$$|G_{0,n}|=\frac{\prod_{k=0}^{n-1}|b_k|}{\prod_{i=0}^{n}|z-E_i|},$$
and then minus the logarithm,
$$-\log|G_{0,n}|=\sum_{i=0}^{n}\log|z-E_i|-\sum_{k=0}^{n-1}\log|b_k| .$$
All energies are expressed in one common unit, so that the arguments of the logarithms are numbers.

```lean
/-- Thouless formula for a finite chain: with `E i` the eigenvalues counted with multiplicity and
all `b k` nonzero, the logarithmic attenuation from end to end is the sum of `log |z - E i|` minus
the sum of `log |b k|`. -/
theorem thouless_formula (hG : IsResolvent (chain n a b c) z G) (hb : ∀ k : Fin n, b k ≠ 0)
    (E : Fin (n + 1) → ℂ)
    (hE : (chain n a b c).charpoly = ∏ i, (Polynomial.X - Polynomial.C (E i))) :
    -Real.log ‖G 0 (Fin.last n)‖ =
      ∑ i, Real.log ‖z - E i‖ - ∑ k : Fin n, Real.log ‖b k‖ := by
  obtain ⟨hdet, h⟩ := endToEnd hG
  -- the determinant factorises over the spectrum
  have hd : (z • 1 - chain n a b c).det = ∏ i, (z - E i) := by
    rw [Matrix.smul_one_eq_diagonal, ← Matrix.scalar_apply, ← Matrix.eval_charpoly, hE,
      Polynomial.eval_prod]
    simp
  rw [hd] at hdet h
  have hz : ∀ i, z - E i ≠ 0 := fun i => Finset.prod_ne_zero_iff.mp hdet i (Finset.mem_univ i)
  have h1 : Real.log (∏ i, ‖z - E i‖) = ∑ i, Real.log ‖z - E i‖ := by
    rw [Real.log_prod]
    intro i _
    exact norm_ne_zero_iff.mpr (hz i)
  have h2 : Real.log (∏ k : Fin n, ‖b k‖) = ∑ k : Fin n, Real.log ‖b k‖ := by
    rw [Real.log_prod]
    intro k _
    exact norm_ne_zero_iff.mpr (hb k)
  have h3 : ∏ i, ‖z - E i‖ ≠ 0 :=
    Finset.prod_ne_zero_iff.mpr fun i _ => norm_ne_zero_iff.mpr (hz i)
  have h4 : ∏ k : Fin n, ‖b k‖ ≠ 0 :=
    Finset.prod_ne_zero_iff.mpr fun k _ => norm_ne_zero_iff.mpr (hb k)
  rw [h, norm_div, norm_prod, norm_prod, Real.log_div h4 h3, h1, h2]
  ring
```

In `thouless_formula`, `hd` is the factorisation of the determinant and `hz` says that $z$ differs from every eigenvalue. The steps `h1` and `h2` turn logarithms of products into sums. With `h3` and `h4`, which say that both products are nonzero, `Real.log_div` splits the quotient.

If an eigenvalue is missing or counted with the wrong multiplicity, the product is no longer the determinant and the equation fails in general. Thouless's name usually refers to the relation between the inverse localisation length and the density of states of a long chain. The identity here is exact for one finite chain at one energy; it involves no division by length, no limit of infinite length and no disorder average.

## Three sites at $z=2$

A chain with $n=2$, zero site energies and unit hoppings meets all these conditions at $z=2$. Its eigenvalues are $0$ and $\pm\sqrt2$, so $\det(2-H)=2(2-\sqrt2)(2+\sqrt2)=4$, and the formula predicts $G_{0,2}=1/4$. This is the upper right entry of the explicit resolvent below.

```lean
/-- The three-site chain with zero site energies and unit couplings has an explicit resolvent at
`z = 2`. -/
theorem isResolvent_witness :
    IsResolvent (chain 2 (fun _ => 0) (fun _ => 1) (fun _ => 1)) 2
      !![3/4, 1/2, 1/4; 1/2, 1, 1/2; 1/4, 1/2, 3/4] := by
  have hH : chain 2 (fun _ => 0) (fun _ => 1) (fun _ => 1) = !![0, 1, 0; 1, 0, 1; 0, 1, 0] := by
    ext i j
    fin_cases i <;> fin_cases j <;> simp [chain]
  have key : ((2 : ℂ) • (1 : Matrix (Fin 3) (Fin 3) ℂ) - !![0, 1, 0; 1, 0, 1; 0, 1, 0]) *
      !![3/4, 1/2, 1/4; 1/2, 1, 1/2; 1/4, 1/2, 3/4] = 1 := by
    -- reading off the last entry of a row
    have e2 : ∀ (x : ℂ) (g : Fin 2 → ℂ), Matrix.vecCons x g (2 : Fin 3) = g 1 :=
      fun _ _ => rfl
    have e1 : ∀ (x : ℂ) (g : Fin 1 → ℂ), Matrix.vecCons x g (1 : Fin 2) = g 0 :=
      fun _ _ => rfl
    rw [Matrix.one_fin_three]
    ext i j
    fin_cases i <;> fin_cases j <;> norm_num [Matrix.mul_apply, Fin.sum_univ_three, e2, e1]
  unfold IsResolvent
  rw [hH]
  exact key

end

end EndToEndPropagator
```

The proof writes the Hamiltonian as a numerical $3\times3$ matrix in `hH` and checks the nine entries of $(2-H)G=1$ in `key`.

```lean
#print axioms EndToEndPropagator.endToEnd
-- 'EndToEndPropagator.endToEnd' depends on axioms: [propext, Classical.choice, Quot.sound]
#print axioms EndToEndPropagator.endToEnd_symmetric
-- 'EndToEndPropagator.endToEnd_symmetric' depends on axioms: [propext, Classical.choice, Quot.sound]
#print axioms EndToEndPropagator.endToEnd_ne_zero_iff
-- 'EndToEndPropagator.endToEnd_ne_zero_iff' depends on axioms: [propext, Classical.choice, Quot.sound]
#print axioms EndToEndPropagator.thouless_formula
-- 'EndToEndPropagator.thouless_formula' depends on axioms: [propext, Classical.choice, Quot.sound]
```
